# The dimensionless products of ħ, m, e² and v are the powers of ħv/e²

If a supposedly small parameter built from ħ, a mass m, the squared charge e² (short for e²/(4πε₀)) and a speed v still carries a dimension, its value changes with the units, and calling it small means nothing. For products with rational exponents, the theorems below identify the combinations that are free of this defect.

```lean
import Mathlib

namespace FineStructureDimensionalAnalysis

noncomputable section

/-- A mechanical dimension: the rational exponents of mass, length and time. -/
abbrev Dimension := Fin 3 → ℚ

/-- The dimension of action. -/
def dimAction : Dimension := ![1, 2, -1]

/-- The dimension of mass. -/
def dimMass : Dimension := ![1, 0, 0]

/-- The dimension of the squared Coulomb charge (energy times length). -/
def dimChargeSq : Dimension := ![1, 3, -2]

/-- The dimension of speed. -/
def dimSpeed : Dimension := ![0, 1, -1]

/-- The dimension of (action)^a (mass)^b (squared charge)^c (speed)^d. -/
def dimProduct (a b c d : ℚ) : Dimension :=
  a • dimAction + b • dimMass + c • dimChargeSq + d • dimSpeed

/-- The numerical value of S^a m^b Q^c v^d for an action S, a mass m, a squared charge Q
and a speed v. -/
def monomial (a b c d : ℚ) (S m Q v : ℝ) : ℝ :=
  S ^ (a : ℝ) * m ^ (b : ℝ) * Q ^ (c : ℝ) * v ^ (d : ℝ)

/-- The factor multiplying the value of a quantity of dimension `D` when the values of
mass, length and time are multiplied by `u 0`, `u 1` and `u 2`. -/
def unitFactor (u : Fin 3 → ℝ) (D : Dimension) : ℝ :=
  u 0 ^ (D 0 : ℝ) * u 1 ^ (D 1 : ℝ) * u 2 ^ (D 2 : ℝ)

/-- A function of an action, a mass, a squared charge and a speed is unit invariant if no change of
the units of mass, length and time alters its value at positive arguments. -/
def UnitInvariant (f : ℝ → ℝ → ℝ → ℝ → ℝ) : Prop :=
  ∀ u : Fin 3 → ℝ, (∀ i, 0 < u i) → ∀ S m Q v : ℝ, 0 < S → 0 < m → 0 < Q → 0 < v →
    f (unitFactor u dimAction * S) (unitFactor u dimMass * m)
      (unitFactor u dimChargeSq * Q) (unitFactor u dimSpeed * v) = f S m Q v

/-- A product of powers of action, mass, squared charge and speed is dimensionless exactly
when the mass is absent and the other exponents are a, -a and a. -/
theorem dimensionless_iff (a b c d : ℚ) :
    dimProduct a b c d = 0 ↔ b = 0 ∧ c = -a ∧ d = a := by
  constructor
  · intro h
    -- the balances of mass, length and time
    have h0 := congrFun h 0
    have h1 := congrFun h 1
    have h2 := congrFun h 2
    simp [dimProduct, dimAction, dimMass, dimChargeSq, dimSpeed] at h0 h1 h2
    refine ⟨by linarith, by linarith, by linarith⟩
  · rintro ⟨hb, hc, hd⟩
    rw [hb, hc, hd]
    ext i
    fin_cases i <;> simp [dimProduct, dimAction, dimMass, dimChargeSq, dimSpeed] <;> ring

/-- For positive S, Q and v, every dimensionless product of powers of S, m, Q and v is a power of S
v / Q. -/
theorem monomial_eq_rpow {a b c d : ℚ} (h : dimProduct a b c d = 0) {S m Q v : ℝ}
    (hS : 0 < S) (hQ : 0 < Q) (hv : 0 < v) :
    monomial a b c d S m Q v = (S * v / Q) ^ (a : ℝ) := by
  obtain ⟨hb, hc, hd⟩ := (dimensionless_iff a b c d).1 h
  rw [hb, hc, hd, monomial, Real.div_rpow (mul_pos hS hv).le hQ.le,
    Real.mul_rpow hS.le hv.le, Rat.cast_neg, Real.rpow_neg hQ.le, Rat.cast_zero,
    Real.rpow_zero]
  ring

lemma unitFactor_pos {u : Fin 3 → ℝ} (hu : ∀ i, 0 < u i) (D : Dimension) :
    0 < unitFactor u D :=
  mul_pos (mul_pos (Real.rpow_pos_of_pos (hu 0) _) (Real.rpow_pos_of_pos (hu 1) _))
    (Real.rpow_pos_of_pos (hu 2) _)

lemma unitFactor_add {u : Fin 3 → ℝ} (hu : ∀ i, 0 < u i) (D E : Dimension) :
    unitFactor u (D + E) = unitFactor u D * unitFactor u E := by
  simp only [unitFactor, Pi.add_apply, Rat.cast_add, Real.rpow_add (hu 0),
    Real.rpow_add (hu 1), Real.rpow_add (hu 2)]
  ring

lemma unitFactor_smul {u : Fin 3 → ℝ} (hu : ∀ i, 0 < u i) (r : ℚ) (D : Dimension) :
    unitFactor u (r • D) = unitFactor u D ^ (r : ℝ) := by
  have p0 := Real.rpow_pos_of_pos (hu 0) (D 0 : ℝ)
  have p1 := Real.rpow_pos_of_pos (hu 1) (D 1 : ℝ)
  have p2 := Real.rpow_pos_of_pos (hu 2) (D 2 : ℝ)
  simp only [unitFactor, Pi.smul_apply, smul_eq_mul, Rat.cast_mul]
  rw [Real.mul_rpow (mul_pos p0 p1).le p2.le, Real.mul_rpow p0.le p1.le,
    ← Real.rpow_mul (hu 0).le, ← Real.rpow_mul (hu 1).le, ← Real.rpow_mul (hu 2).le,
    mul_comm (r : ℝ) (D 0 : ℝ), mul_comm (r : ℝ) (D 1 : ℝ), mul_comm (r : ℝ) (D 2 : ℝ)]

lemma unitFactor_values {u : Fin 3 → ℝ} (hu : ∀ i, 0 < u i) :
    unitFactor u dimAction = u 0 * u 1 ^ 2 / u 2 ∧ unitFactor u dimMass = u 0 ∧
    unitFactor u dimChargeSq = u 0 * u 1 ^ 3 / u 2 ^ 2 ∧
    unitFactor u dimSpeed = u 1 / u 2 := by
  refine ⟨?_, ?_, ?_, ?_⟩ <;>
    simp [unitFactor, dimAction, dimMass, dimChargeSq, dimSpeed,
      Real.rpow_neg (hu 2).le, div_eq_mul_inv]

/-- A dimension whose conversion factor is 1 for every change of units is zero. -/
theorem eq_zero_of_unitFactor {D : Dimension}
    (h : ∀ u : Fin 3 → ℝ, (∀ i, 0 < u i) → unitFactor u D = 1) : D = 0 := by
  have hlog : ∀ x : ℚ, (2 : ℝ) ^ (x : ℝ) = 1 → x = 0 := by
    intro x hx
    have h1 := congrArg Real.log hx
    rw [Real.log_rpow two_pos, Real.log_one] at h1
    have h2 : 0 < Real.log 2 := Real.log_pos one_lt_two
    exact_mod_cast (mul_eq_zero.mp h1).resolve_right h2.ne'
  -- double one base value at a time
  have h0 : (2 : ℝ) ^ (D 0 : ℝ) = 1 := by
    simpa [unitFactor] using h ![2, 1, 1] (by intro i; fin_cases i <;> norm_num)
  have h1 : (2 : ℝ) ^ (D 1 : ℝ) = 1 := by
    simpa [unitFactor] using h ![1, 2, 1] (by intro i; fin_cases i <;> norm_num)
  have h2 : (2 : ℝ) ^ (D 2 : ℝ) = 1 := by
    simpa [unitFactor] using h ![1, 1, 2] (by intro i; fin_cases i <;> norm_num)
  ext i
  fin_cases i
  exacts [hlog _ h0, hlog _ h1, hlog _ h2]

/-- Under a change of units a product of powers is multiplied by the conversion factor of
its dimension. -/
theorem monomial_rescale {u : Fin 3 → ℝ} (hu : ∀ i, 0 < u i) (a b c d : ℚ)
    {S m Q v : ℝ} (hS : 0 < S) (hm : 0 < m) (hQ : 0 < Q) (hv : 0 < v) :
    monomial a b c d (unitFactor u dimAction * S) (unitFactor u dimMass * m)
      (unitFactor u dimChargeSq * Q) (unitFactor u dimSpeed * v)
      = unitFactor u (dimProduct a b c d) * monomial a b c d S m Q v := by
  simp only [monomial, dimProduct, unitFactor_add hu, unitFactor_smul hu]
  rw [Real.mul_rpow (unitFactor_pos hu _).le hS.le,
    Real.mul_rpow (unitFactor_pos hu _).le hm.le,
    Real.mul_rpow (unitFactor_pos hu _).le hQ.le,
    Real.mul_rpow (unitFactor_pos hu _).le hv.le]
  ring

/-- The value of a product of powers is the same in all unit systems exactly when the mass
is absent and the other exponents are a, -a and a. -/
theorem monomial_unitInvariant_iff (a b c d : ℚ) :
    UnitInvariant (monomial a b c d) ↔ b = 0 ∧ c = -a ∧ d = a := by
  rw [← dimensionless_iff]
  constructor
  · intro h
    apply eq_zero_of_unitFactor
    intro u hu
    have h1 := h u hu 1 1 1 1 one_pos one_pos one_pos one_pos
    rw [monomial_rescale hu a b c d one_pos one_pos one_pos one_pos] at h1
    simpa [monomial] using h1
  · intro h u hu S m Q v hS hm hQ hv
    rw [monomial_rescale hu a b c d hS hm hQ hv, h]
    simp [unitFactor]

/-- A function of an action S, a mass m, a squared charge Q and a speed v is unit invariant exactly
when, for positive arguments, it depends on them only through S v / Q. -/
theorem unitInvariant_iff (f : ℝ → ℝ → ℝ → ℝ → ℝ) :
    UnitInvariant f ↔ ∃ g : ℝ → ℝ, ∀ S m Q v : ℝ, 0 < S → 0 < m → 0 < Q → 0 < v →
      f S m Q v = g (S * v / Q) := by
  constructor
  · intro hf
    refine ⟨fun x => f 1 1 1 x, fun S m Q v hS hm hQ hv => ?_⟩
    have nS := hS.ne'
    have nm := hm.ne'
    have nQ := hQ.ne'
    -- pass to atomic units, in which S = m = Q = 1
    have hu : ∀ i, 0 < (![1 / m, m * Q / S ^ 2, m * Q ^ 2 / S ^ 3] : Fin 3 → ℝ) i := by
      have p0 : 0 < 1 / m := by positivity
      have p1 : 0 < m * Q / S ^ 2 := by positivity
      have p2 : 0 < m * Q ^ 2 / S ^ 3 := by positivity
      intro i
      fin_cases i
      exacts [p0, p1, p2]
    obtain ⟨e1, e2, e3, e4⟩ := unitFactor_values hu
    have key := hf _ hu S m Q v hS hm hQ hv
    rw [e1, e2, e3, e4] at key
    change f (1 / m * (m * Q / S ^ 2) ^ 2 / (m * Q ^ 2 / S ^ 3) * S) (1 / m * m)
      (1 / m * (m * Q / S ^ 2) ^ 3 / (m * Q ^ 2 / S ^ 3) ^ 2 * Q)
      (m * Q / S ^ 2 / (m * Q ^ 2 / S ^ 3) * v) = f S m Q v at key
    have k1 : 1 / m * (m * Q / S ^ 2) ^ 2 / (m * Q ^ 2 / S ^ 3) * S = 1 := by field_simp
    have k2 : 1 / m * m = 1 := by field_simp
    have k3 : 1 / m * (m * Q / S ^ 2) ^ 3 / (m * Q ^ 2 / S ^ 3) ^ 2 * Q = 1 := by
      field_simp
    have k4 : m * Q / S ^ 2 / (m * Q ^ 2 / S ^ 3) * v = S * v / Q := by field_simp
    rw [k1, k2, k3, k4] at key
    exact key.symm
  · rintro ⟨g, hg⟩ u hu S m Q v hS hm hQ hv
    rw [hg _ _ _ _ (mul_pos (unitFactor_pos hu _) hS) (mul_pos (unitFactor_pos hu _) hm)
      (mul_pos (unitFactor_pos hu _) hQ) (mul_pos (unitFactor_pos hu _) hv),
      hg S m Q v hS hm hQ hv]
    obtain ⟨e1, -, e3, e4⟩ := unitFactor_values hu
    have n0 := (hu 0).ne'
    have n1 := (hu 1).ne'
    have n2 := (hu 2).ne'
    have nQ := hQ.ne'
    congr 1
    rw [e1, e3, e4]
    field_simp

/-- Every dimension is a product of powers of action, mass and squared charge alone, with
the unique exponents given here. -/
theorem atomic_units_exponents (D : Dimension) (a b c : ℚ) :
    dimProduct a b c 0 = D ↔
      a = 2 * D 1 + 3 * D 2 ∧ b = D 0 - D 1 - D 2 ∧ c = -D 1 - 2 * D 2 := by
  constructor
  · intro h
    have h0 := congrFun h 0
    have h1 := congrFun h 1
    have h2 := congrFun h 2
    simp [dimProduct, dimAction, dimMass, dimChargeSq] at h0 h1 h2
    refine ⟨by linarith, by linarith, by linarith⟩
  · rintro ⟨ha, hb, hc⟩
    rw [ha, hb, hc]
    ext i
    fin_cases i <;> simp [dimProduct, dimAction, dimMass, dimChargeSq] <;> ring

end

end FineStructureDimensionalAnalysis
```

```lean
#print axioms FineStructureDimensionalAnalysis.dimensionless_iff
#print axioms FineStructureDimensionalAnalysis.monomial_unitInvariant_iff
#print axioms FineStructureDimensionalAnalysis.unitInvariant_iff
#print axioms FineStructureDimensionalAnalysis.atomic_units_exponents
```

```
'FineStructureDimensionalAnalysis.dimensionless_iff' depends on axioms: [propext, Classical.choice, Quot.sound]
'FineStructureDimensionalAnalysis.monomial_unitInvariant_iff' depends on axioms: [propext, Classical.choice, Quot.sound]
'FineStructureDimensionalAnalysis.unitInvariant_iff' depends on axioms: [propext, Classical.choice, Quot.sound]
'FineStructureDimensionalAnalysis.atomic_units_exponents' depends on axioms: [propext, Classical.choice, Quot.sound]
```

## Dimensions as exponent vectors

A `Dimension` is a triple of rational numbers, the exponents of mass, length and time, at indices 0, 1 and 2. Multiplying quantities adds their triples, and raising a quantity to a power multiplies its triple by that power. `dimProduct a b c d` is therefore the dimension of

S^a m^b Q^c v^d

where S is an action, m a mass, Q a squared charge and v a speed. `dimensionless_iff` says that this dimension is zero exactly when b = 0, c = −a and d = a.

Q stands for e²/(4πε₀), an energy times a length, written e² in the title. This convention removes the need for a separate electrical dimension. With S = ħ and v the speed of light, Sv/Q is the inverse fine-structure constant; for any other speed it is that speed in atomic units.

A change of units is a triple `u` of positive factors by which the numerical values of masses, lengths and times are multiplied. The value of a quantity of dimension D is then multiplied by `unitFactor u D`, written here as

λ(D) = u₀^D₀ · u₁^D₁ · u₂^D₂

`UnitInvariant f` means that f(S, m, Q, v) keeps its value under every such change, for all positive arguments. Nothing is required of f at zero or negative arguments, and f need not be continuous.

## One dimensionless combination

The three exponents of the product vanish when

mass: a + b + c = 0
length: 2a + 3c + d = 0
time: −a − 2c − d = 0

Adding the last two equations gives a + c = 0, so c = −a. The mass equation then gives b = 0, and the length equation gives d = −2a + 3a = a. Conversely, these values satisfy all three equations. In Lean, `congrFun` extracts the three balances, `linarith` solves them, and the converse is checked component by component.

Substituting the exponents gives `monomial_eq_rpow`:

S^a m^0 Q^(−a) v^a = (Sv/Q)^a

The case a = 0 is the constant 1.

## Why zero exponents mean independence of units

The lemmas `unitFactor_add` and `unitFactor_smul` state that

λ(D + E) = λ(D) λ(E)
λ(rD) = λ(D)^r

Hence a change of units multiplies the whole product by λ of its total dimension, which is `monomial_rescale`. If that dimension is zero, the factor is 1 and the value is unchanged.

For the converse, suppose that the value never changes. Setting S = m = Q = v = 1 shows that λ(D) = 1 for every change of units, where D is the dimension of the product. Doubling only the mass values gives

2^D₀ = 1

and taking logarithms gives D₀ log 2 = 0, so D₀ = 0. Doubling the length values and then the time values gives D₁ = D₂ = 0. This is the proof of `eq_zero_of_unitFactor`, and `monomial_unitInvariant_iff` combines it with the exponent condition.

## From products to arbitrary functions

`unitInvariant_iff` covers every real function of the four quantities, including sums, logarithms and functions with no formula. Such a function is unit invariant exactly when, for positive arguments,

f(S, m, Q, v) = g(Sv/Q)

for some real function g. This is the Buckingham π theorem for these four quantities, not for a general list.

To find g, change to atomic units by choosing

u₀ = 1/m
u₁ = mQ/S²
u₂ = mQ²/S³

The four conversion factors, supplied by `unitFactor_values`, become

action: u₀u₁²/u₂ = 1/S
mass: u₀ = 1/m
squared charge: u₀u₁³/u₂² = 1/Q
speed: u₁/u₂ = S/Q

The new values of action, mass and squared charge are all 1, and the new speed is Sv/Q. Invariance therefore gives

f(S, m, Q, v) = f(1, 1, 1, Sv/Q)

so g(x) = f(1, 1, 1, x) works. The equalities `k1` to `k4` in the Lean proof are these four evaluations, done by `field_simp`. In the other direction, Sv/Q is multiplied by

(u₀u₁²/u₂)(u₁/u₂) / (u₀u₁³/u₂²) = 1

so every function of it is unit invariant.

In a relativistic electronic-structure model whose only dimensional inputs are ħ, one mass, e² and the speed of light, a dimensionless result can thus depend on these inputs only through the fine-structure constant. A second mass, such as a finite nuclear mass, would bring in a mass ratio as well, and fixed distances between nuclei would bring in their values in atomic units.

## Atomic units from three of the quantities

Without the speed, the same balances can be solved for any target dimension D:

a + b + c = D₀
2a + 3c = D₁
−a − 2c = D₂

The length equation plus twice the time equation gives −c = D₁ + 2D₂. Back-substitution then yields

a = 2D₁ + 3D₂
b = D₀ − D₁ − D₂
c = −D₁ − 2D₂

`atomic_units_exponents` states that these exponents work and that no others do. For a length, D = (0, 1, 0), they give S²/(mQ), the bohr when S = ħ and m is the electron mass. For an energy, D = (1, 2, −2), they give mQ²/S², the hartree under the same conditions.

## An energy in place of the speed

The passage to atomic units also settles a neighbouring case, which is argued here by hand and is not proved in the Lean code. Replace v by a positive energy E, whose conversion factor is u₀u₁²/u₂². With the same choice of u, the new energy value is

E S²/(mQ²)

This is E in hartrees when S = ħ and m is the electron mass. A unit-invariant function of S, m, Q and E therefore depends on them only through this number.
